# Ultrasoft and hard poles cancel to ln(m/D) in a regulated model of the Lamb shift

## Do the two poles really cancel?

If the 1/e poles from the ultrasoft and hard photon regions fail to cancel, the Lamb shift computed from their sum diverges as the regulator e is removed. If they cancel but the finite remainder is mishandled, the shift is finite but can be wrong. I know the claim: the ultrasoft integral has an ultraviolet pole, the hard term has the opposite infrared pole, and ln(m/D) survives, with D an excitation energy and m the electron's rest energy. Can this be made rigorous, with a proof that a machine has checked?

## From a Beta integral to the logarithm

Yes, for the scalar energy integral at the core of the matching. Take D, m > 0 and 0 < e < 1/2, where e is the regulator and not the charge, and define

U(D,e) = ∫₀^∞ k^(−2e)/(k + D) dk

H(m,e) = −m^(−2e)/(2e).

Substitute k = Dx/(1−x). Then dk = D/(1−x)² dx and k + D = D/(1−x), so

U = D^(−2e) ∫₀¹ x^(−2e) (1−x)^(2e−1) dx.

The remaining integral is Γ(1−2e)Γ(2e)/Γ(1), which equals π/sin(2πe) by the reflection formula. Hence

U = π D^(−2e)/sin(2πe).

Now separate the pole:

U + H = π D^(−2e) [1/sin(2πe) − 1/(2πe)] + [D^(−2e) − m^(−2e)]/(2e).

For the first bracket, let 0 < x < π/2. Since sin x < x, the difference 1/sin x − 1/x = (x − sin x)/(x sin x) is positive. From x < tan x we get x cos x < sin x, and therefore

x − sin x < x(1 − cos x) ≤ x sin² x ≤ x² sin x.

So the difference is at most x. With x = 2πe it vanishes as e → 0+, while D^(−2e) → 1. For the second term, a^(−2e) has derivative −2 ln a at e = 0, which gives

(1/2)(−2 ln D + 2 ln m) = ln(m/D).

Here is the complete Lean file.

```lean
import Mathlib

open Real MeasureTheory Set Filter Topology

namespace UltrasoftHardMatching

noncomputable section

/-- Scalar model of the dimensionally regulated ultrasoft photon integral, with excitation energy
`D` and regulator `e`. -/
def ultrasoft (D e : ℝ) : ℝ := ∫ k in Ioi (0 : ℝ), k ^ (-2 * e) / (k + D)

/-- Scalar model of the hard contribution at the scale `m`: minus `m ^ (-2 * e)` over `2 * e`. -/
def hard (m e : ℝ) : ℝ := -(m ^ (-2 * e)) / (2 * e)

/-- For a negative regulator the hard contribution is the integral of `k ^ (-1 - 2 e)`
over photon energies from zero to `m`. -/
theorem hard_eq_integral (m : ℝ) {e : ℝ} (he : e < 0) :
    ∫ k in (0 : ℝ)..m, k ^ (-1 - 2 * e) = hard m e := by
  have h2 : -2 * e ≠ 0 := by
    intro h
    linarith
  rw [integral_rpow (Or.inl (by linarith)), show -1 - 2 * e + 1 = -2 * e by ring,
    Real.zero_rpow h2, hard, sub_zero, neg_mul, div_neg, neg_div]

/-- For regulators between 0 and 1/2, this Beta integral equals `π / sin (2 π e)`. -/
theorem beta_integral {e : ℝ} (h0 : 0 < e) (h1 : e < 1 / 2) :
    ∫ x in Ioo (0 : ℝ) 1, x ^ (-2 * e) * (1 - x) ^ (2 * e - 1)
      = π / Real.sin (2 * π * e) := by
  have hB := Complex.Gamma_mul_Gamma_eq_betaIntegral
    (s := ((1 - 2 * e : ℝ) : ℂ)) (t := ((2 * e : ℝ) : ℂ))
    (by rw [Complex.ofReal_re]; linarith) (by rw [Complex.ofReal_re]; linarith)
  have hs : ((1 - 2 * e : ℝ) : ℂ) + ((2 * e : ℝ) : ℂ) = 1 := by
    push_cast
    ring
  have hI : Complex.betaIntegral ((1 - 2 * e : ℝ) : ℂ) ((2 * e : ℝ) : ℂ)
      = ((∫ x in Ioo (0 : ℝ) 1, x ^ (-2 * e) * (1 - x) ^ (2 * e - 1) : ℝ) : ℂ) := by
    rw [Complex.betaIntegral, intervalIntegral.integral_of_le zero_le_one,
      integral_Ioc_eq_integral_Ioo, ← integral_complex_ofReal]
    refine setIntegral_congr_fun measurableSet_Ioo (fun x hx => ?_)
    have a : ((x ^ (-2 * e) : ℝ) : ℂ) = (x : ℂ) ^ ((-2 * e : ℝ) : ℂ) :=
      Complex.ofReal_cpow hx.1.le _
    have b : (((1 - x) ^ (2 * e - 1) : ℝ) : ℂ)
        = ((1 - x : ℝ) : ℂ) ^ ((2 * e - 1 : ℝ) : ℂ) :=
      Complex.ofReal_cpow (by linarith [hx.2]) _
    rw [Complex.ofReal_mul (x ^ (-2 * e)), a, b]
    push_cast
    rw [show (1 - 2 * (e : ℂ) - 1) = -2 * (e : ℂ) by ring]
  -- the reflection formula turns the two Gamma functions into a sine
  have hR := Real.Gamma_mul_Gamma_one_sub (2 * e)
  rw [hs, Complex.Gamma_one, one_mul, hI, Complex.Gamma_ofReal, Complex.Gamma_ofReal,
    ← Complex.ofReal_mul] at hB
  have hB' := Complex.ofReal_injective hB
  rw [← hB', mul_comm (Real.Gamma (1 - 2 * e)), hR, show π * (2 * e) = 2 * π * e by ring]

/-- Closed form of the ultrasoft integral for positive `D` and regulators between 0 and 1/2. -/
theorem ultrasoft_eq {D e : ℝ} (hD : 0 < D) (h0 : 0 < e) (h1 : e < 1 / 2) :
    ultrasoft D e = π * D ^ (-2 * e) / Real.sin (2 * π * e) := by
  -- substitute k = D x / (1 - x), which maps (0, 1) onto (0, ∞)
  have himg : (fun x : ℝ => D * x / (1 - x)) '' Ioo 0 1 = Ioi 0 := by
    ext k
    constructor
    · rintro ⟨x, hx, rfl⟩
      exact div_pos (mul_pos hD hx.1) (by linarith [hx.2])
    · intro hk
      have hk' : 0 < k := hk
      refine ⟨k / (k + D), ⟨by positivity, (div_lt_one (by positivity)).2 (by linarith)⟩, ?_⟩
      have h : 1 - k / (k + D) = D / (k + D) := by
        rw [eq_div_iff (by positivity), sub_mul, div_mul_cancel₀ _ (by positivity)]
        ring
      beta_reduce
      rw [h]
      field_simp
  have hinj : InjOn (fun x : ℝ => D * x / (1 - x)) (Ioo 0 1) := by
    intro x hx y hy h
    have h' : D * x / (1 - x) = D * y / (1 - y) := h
    rw [div_eq_div_iff (by linarith [hx.2]) (by linarith [hy.2])] at h'
    exact mul_left_cancel₀ hD.ne' (by linear_combination h')
  have hder : ∀ x ∈ Ioo (0 : ℝ) 1, HasDerivWithinAt (fun x : ℝ => D * x / (1 - x))
      (D / (1 - x) ^ 2) (Ioo 0 1) x := by
    intro x hx
    have hne : 1 - x ≠ 0 := (sub_pos.2 hx.2).ne'
    have h := ((hasDerivAt_id' x).const_mul D).fun_div ((hasDerivAt_id' x).const_sub 1) hne
    refine (h.congr_deriv ?_).hasDerivWithinAt
    congr 1
    ring
  rw [ultrasoft, ← himg, integral_image_eq_integral_abs_deriv_smul measurableSet_Ioo hder hinj]
  have hcongr : ∀ x ∈ Ioo (0 : ℝ) 1,
      |D / (1 - x) ^ 2| • ((D * x / (1 - x)) ^ (-2 * e) / (D * x / (1 - x) + D))
        = D ^ (-2 * e) * (x ^ (-2 * e) * (1 - x) ^ (2 * e - 1)) := by
    intro x hx
    have hy : 0 < 1 - x := sub_pos.2 hx.2
    have hne := hy.ne'
    have h2 : D * x / (1 - x) + D = D / (1 - x) := by
      rw [eq_div_iff hne, add_mul, div_mul_cancel₀ _ hne]
      ring
    have h3 : (1 - x) ^ (-2 * e) = ((1 - x) ^ (2 * e))⁻¹ := by
      rw [neg_mul, Real.rpow_neg hy.le]
    rw [abs_of_pos (by positivity), smul_eq_mul, h2,
      Real.div_rpow (mul_pos hD hx.1).le hy.le, Real.mul_rpow hD.le hx.1.le, h3,
      Real.rpow_sub_one hne, div_inv_eq_mul]
    generalize (1 - x) ^ (2 * e) = P
    generalize D ^ (-2 * e) = A
    generalize x ^ (-2 * e) = B
    field_simp
  rw [setIntegral_congr_fun measurableSet_Ioo hcongr, integral_const_mul, beta_integral h0 h1]
  ring

/-- The ultrasoft integrand is integrable for positive `D` and regulators between 0 and 1/2. -/
theorem ultrasoft_integrable {D e : ℝ} (hD : 0 < D) (h0 : 0 < e) (h1 : e < 1 / 2) :
    IntegrableOn (fun k : ℝ => k ^ (-2 * e) / (k + D)) (Ioi 0) := by
  by_contra h
  have hU := ultrasoft_eq hD h0 h1
  rw [ultrasoft, integral_undef h] at hU
  have hs : 0 < Real.sin (2 * π * e) :=
    Real.sin_pos_of_pos_of_lt_pi (by positivity) (by nlinarith [Real.pi_pos])
  have hp : 0 < π * D ^ (-2 * e) / Real.sin (2 * π * e) := by positivity
  linarith

/-- Between 0 and π/2, the difference of `1 / sin x` and `1 / x` lies between 0 and `x`. -/
theorem inv_sin_sub_inv_bound {x : ℝ} (h0 : 0 < x) (h1 : x < π / 2) :
    0 ≤ 1 / Real.sin x - 1 / x ∧ 1 / Real.sin x - 1 / x ≤ x := by
  have hs : 0 < Real.sin x := Real.sin_pos_of_pos_of_lt_pi h0 (by linarith)
  have hc : 0 < Real.cos x := Real.cos_pos_of_mem_Ioo ⟨by linarith, h1⟩
  have hlt : Real.sin x < x := Real.sin_lt h0
  have ht := Real.lt_tan h0 h1
  rw [Real.tan_eq_sin_div_cos, lt_div_iff₀ hc] at ht
  have heq : 1 / Real.sin x - 1 / x = (x - Real.sin x) / (Real.sin x * x) := by
    rw [div_sub_div _ _ hs.ne' h0.ne', one_mul, mul_one]
  rw [heq]
  refine ⟨div_nonneg (by linarith) (by positivity), ?_⟩
  rw [div_le_iff₀ (by positivity)]
  have h2 : 1 - Real.cos x ≤ Real.sin x * x := by
    nlinarith [Real.sin_sq_add_cos_sq x, mul_nonneg hc.le (sub_nonneg.2 (Real.cos_le_one x)),
      mul_pos hs (sub_pos.2 hlt)]
  nlinarith [mul_le_mul_of_nonneg_left h2 h0.le]

/-- For positive `a`, the derivative of `a ^ (-2 * e)` in `e` at `e = 0` is `-2 * log a`. -/
theorem hasDerivAt_scale {a : ℝ} (ha : 0 < a) :
    HasDerivAt (fun e : ℝ => a ^ (-2 * e)) (-2 * Real.log a) 0 := by
  have h := ((hasDerivAt_id' (0 : ℝ)).const_mul (Real.log a * (-2))).exp
  refine (h.congr_deriv (by simp [mul_comm])).congr_of_eventuallyEq
    (Eventually.of_forall fun e => ?_)
  beta_reduce
  rw [Real.rpow_def_of_pos ha, mul_assoc]

/-- Matching: as the regulator is removed, the sum of the ultrasoft and hard contributions
tends to the logarithm of `m / D`. -/
theorem ultrasoft_add_hard_tendsto {D m : ℝ} (hD : 0 < D) (hm : 0 < m) :
    Tendsto (fun e => ultrasoft D e + hard m e) (𝓝[>] 0) (𝓝 (Real.log (m / D))) := by
  have hA : Tendsto (fun e : ℝ => D ^ (-2 * e)) (𝓝[>] 0) (𝓝 1) := by
    have h := (hasDerivAt_scale hD).continuousAt.tendsto.mono_left
      (nhdsWithin_le_nhds (s := Ioi (0 : ℝ)))
    simpa using h
  -- the reciprocal of the sine differs from its pole by a vanishing amount
  have hS : Tendsto (fun e : ℝ => 1 / Real.sin (2 * π * e) - 1 / (2 * π * e))
      (𝓝[>] 0) (𝓝 0) := by
    have hb : ∀ᶠ e : ℝ in 𝓝[>] 0, 0 < 2 * π * e ∧ 2 * π * e < π / 2 := by
      filter_upwards [Ioo_mem_nhdsGT (show (0 : ℝ) < 1 / 4 by norm_num)] with e he
      exact ⟨mul_pos (by positivity) he.1, by nlinarith [Real.pi_pos, he.2]⟩
    have hg : Tendsto (fun e : ℝ => 2 * π * e) (𝓝[>] 0) (𝓝 0) := by
      have hc : Continuous (fun e : ℝ => 2 * π * e) := by fun_prop
      have h := (hc.tendsto 0).mono_left (nhdsWithin_le_nhds (s := Ioi (0 : ℝ)))
      simpa using h
    exact squeeze_zero' (hb.mono fun e h => (inv_sin_sub_inv_bound h.1 h.2).1)
      (hb.mono fun e h => (inv_sin_sub_inv_bound h.1 h.2).2) hg
  -- the two scale factors leave the difference of logarithms
  have hL := ((hasDerivAt_scale hD).fun_sub (hasDerivAt_scale hm)).tendsto_slope_zero_right
  have h := (hA.mul (hS.const_mul π)).add (hL.const_mul (1 / 2))
  have hl : Real.log (m / D)
      = 1 * (π * 0) + 1 / 2 * (-2 * Real.log D - -2 * Real.log m) := by
    rw [Real.log_div hm.ne' hD.ne']
    ring
  rw [hl]
  refine h.congr' ?_
  filter_upwards [Ioo_mem_nhdsGT (show (0 : ℝ) < 1 / 4 by norm_num)] with e he
  have he0 : e ≠ 0 := he.1.ne'
  have hs : Real.sin (2 * π * e) ≠ 0 :=
    (Real.sin_pos_of_pos_of_lt_pi (mul_pos (by positivity) he.1)
      (by nlinarith [Real.pi_pos, he.2])).ne'
  rw [ultrasoft_eq hD he.1 (by linarith [he.2]), hard]
  simp only [zero_add, mul_zero, Real.rpow_zero, sub_self, sub_zero, smul_eq_mul]
  generalize Real.sin (2 * π * e) = S at hs ⊢
  generalize D ^ (-2 * e) = A
  generalize m ^ (-2 * e) = M
  field_simp
  ring

/-- For every positive `D`, the ultrasoft integral times `2 e` tends to 1 as `e` tends to 0 from
above. -/
theorem ultrasoft_pole {D : ℝ} (hD : 0 < D) :
    Tendsto (fun e => 2 * e * ultrasoft D e) (𝓝[>] 0) (𝓝 1) := by
  have he : Tendsto (fun e : ℝ => 2 * e) (𝓝[>] 0) (𝓝 0) := by
    have hc : Continuous (fun e : ℝ => 2 * e) := by fun_prop
    have h := (hc.tendsto 0).mono_left (nhdsWithin_le_nhds (s := Ioi (0 : ℝ)))
    simpa using h
  have h := (he.mul (ultrasoft_add_hard_tendsto hD one_pos)).add_const 1
  rw [zero_mul, zero_add] at h
  refine h.congr' ?_
  filter_upwards [self_mem_nhdsWithin] with e hpos
  have he0 : e ≠ 0 := ne_of_gt hpos
  rw [hard, Real.one_rpow, mul_add, mul_div_cancel₀ _ (mul_ne_zero two_ne_zero he0)]
  ring

/-- For finitely many intermediate states with weights `w n` and excitation energies `D n`,
the weighted sum of matched contributions tends to the weighted sum of logarithms. -/
theorem weighted_sum_tendsto {ι : Type*} (s : Finset ι) (w D : ι → ℝ) {m : ℝ}
    (hD : ∀ n ∈ s, 0 < D n) (hm : 0 < m) :
    Tendsto (fun e => ∑ n ∈ s, w n * (ultrasoft (D n) e + hard m e)) (𝓝[>] 0)
      (𝓝 (∑ n ∈ s, w n * Real.log (m / D n))) :=
  tendsto_finsetSum s fun n hn => (ultrasoft_add_hard_tendsto (hD n hn) hm).const_mul (w n)

end

end UltrasoftHardMatching
```

```lean
#print axioms UltrasoftHardMatching.ultrasoft_integrable
-- 'UltrasoftHardMatching.ultrasoft_integrable' depends on axioms: [propext, Classical.choice, Quot.sound]
#print axioms UltrasoftHardMatching.ultrasoft_add_hard_tendsto
-- 'UltrasoftHardMatching.ultrasoft_add_hard_tendsto' depends on axioms: [propext, Classical.choice, Quot.sound]
#print axioms UltrasoftHardMatching.ultrasoft_pole
-- 'UltrasoftHardMatching.ultrasoft_pole' depends on axioms: [propext, Classical.choice, Quot.sound]
#print axioms UltrasoftHardMatching.weighted_sum_tendsto
-- 'UltrasoftHardMatching.weighted_sum_tendsto' depends on axioms: [propext, Classical.choice, Quot.sound]
```

`ultrasoft D e` is the Lebesgue integral U over positive photon energies, and `hard m e` is the closed expression H. For e < 0, `hard_eq_integral` identifies H with ∫₀^m k^(−1−2e) dk, whose infrared end then converges. The matching uses the same expression at e > 0, which is its analytic continuation. `ultrasoft_add_hard_tendsto` states the limit, with `𝓝[>] 0` meaning that e approaches zero from above.

The model has one energy variable and unit prefactors. The angular and polarisation factors of full NRQED and the finite part of its hard matching coefficient are absent, so the model does not reproduce the constants that accompany the logarithm in the Lamb shift.

In the proof, `beta_integral` converts Mathlib's complex Beta integral to a real one and applies the reflection formula. `ultrasoft_eq` checks that the substitution maps (0,1) one-to-one onto (0,∞), then inserts its derivative. `ultrasoft_integrable` argues by contradiction: Lean assigns zero to a non-integrable integral, but the closed form is positive.

`inv_sin_sub_inv_bound` is the sine estimate, and a squeeze argument turns it into a limit. `hasDerivAt_scale` supplies the derivative, whose difference quotient gives the logarithms. The last steps of the matching proof verify the pole separation above for 0 < e < 1/4.

Setting m = 1 and multiplying the matched sum by 2e gives `ultrasoft_pole`: 2eU → 1 for every D > 0, so the pole coefficient does not depend on the excitation energy.

`weighted_sum_tendsto` adds finitely many states with real weights w_n and energies D_n > 0. One use is a Bethe-logarithm calculation for the ground state in a finite basis: diagonalise the atomic Hamiltonian, form weights proportional to |⟨n|p|0⟩|² D_n for the states n above the ground state 0, and accumulate w_n ln(m/D_n), with m and D_n in the same energy units. In atomic units the rest energy m is c², not 1. The poles have been removed analytically, so the code never subtracts two large numbers at small e. The infinite sum over bound and continuum states would need a separate convergence argument.

Positivity of D matters. For D = −1 the integrand is k^(−2e)/(k − 1), which is not integrable across k = 1, so U does not exist as a Lebesgue integral for any e. Physically, this is an intermediate state below the reference state, into which the atom can decay by emitting a real photon if the dipole matrix element is non-zero; the integral then needs a prescription for going around the pole.
